# The permanent in non-interacting boson amplitudes as an average over signs

For any complex n × n matrix A, the theorem `glynn` states that the sum over all sign vectors ε of (∏ᵢ εᵢ) ∏ᵢ (Aε)ᵢ equals 2ⁿ times the permanent of A. In physics, such a permanent is the transition amplitude of n non-interacting bosons that start in n distinct modes and end in n distinct modes, when A holds the single-particle amplitudes between them; the theorem itself asks nothing of A, not even that it be part of a unitary matrix. The proof expands the product into a sum over all maps f from the n indices to themselves, and uses `sum_signs` to evaluate the sum over signs for each f. It then matches the bijective maps with the permutations in the permanent, and has to show that every other map contributes zero.

Lean 4 with Mathlib refuses this proof:

```lean
import Mathlib

open Matrix

namespace Glynn

noncomputable section

variable {n : ℕ} {m : Type*} [Fintype m] [DecidableEq m]

/-- The complex vector whose entries are the signs `ε i = ±1`. -/
def signVec (ε : Fin n → ℤˣ) : Fin n → ℂ := fun i => ((ε i : ℤ) : ℂ)

/-- Summed over all sign vectors, the product of all `ε i * ε (f i)` is `2 ^ n` if `f` is a
permutation and zero otherwise. -/
theorem sum_signs (f : Fin n → Fin n) :
    ∑ ε : Fin n → ℤˣ, ∏ i, (signVec ε i * signVec ε (f i)) =
      if Function.Bijective f then 2 ^ n else 0 := by
  split_ifs with hf
  · have h1 : ∀ ε : Fin n → ℤˣ, ∏ i, (signVec ε i * signVec ε (f i)) = 1 := fun ε => by
      rw [Finset.prod_mul_distrib, hf.prod_comp (signVec ε), ← Finset.prod_mul_distrib]
      refine Finset.prod_eq_one fun i _ => ?_
      rcases Int.units_eq_one_or (ε i) with h | h <;> simp [signVec, h]
    simp [h1, Fintype.card_units_int]
  · have hs : ¬ Function.Surjective f := fun h => hf ⟨Finite.injective_iff_surjective.2 h, h⟩
    obtain ⟨j, hj⟩ := not_forall.1 hs
    have hj' : ∀ i, f i ≠ j := fun i hi => hj ⟨i, hi⟩
    -- flipping the sign at a missed site `j` reverses every term
    let δ : Fin n → ℤˣ := fun i => if i = j then -1 else 1
    have hδ : ∀ ε i, signVec (δ * ε) i = (if i = j then -1 else 1) * signVec ε i := by
      intro ε i
      by_cases h : i = j <;> simp [signVec, δ, h]
    have h1 := Equiv.sum_comp (Equiv.mulLeft δ)
      (fun ε : Fin n → ℤˣ => ∏ i, (signVec ε i * signVec ε (f i)))
    have h2 : ∀ ε : Fin n → ℤˣ, ∏ i, (signVec (δ * ε) i * signVec (δ * ε) (f i)) =
        -∏ i, (signVec ε i * signVec ε (f i)) := fun ε => by
      simp only [hδ, hj', if_false, one_mul, mul_assoc]
      rw [Finset.prod_mul_distrib]
      simp
    simp only [Equiv.coe_mulLeft, h2, Finset.sum_neg_distrib] at h1
    linear_combination (-1 / 2 : ℂ) * h1

/-- Glynn's formula: the permanent is an average over sign vectors. -/
theorem glynn (A : Matrix (Fin n) (Fin n) ℂ) :
    ∑ ε : Fin n → ℤˣ, (∏ i, signVec ε i) * ∏ i, (A *ᵥ signVec ε) i =
      2 ^ n * A.permanent := by
  calc _ = ∑ ε : Fin n → ℤˣ, ∑ f : Fin n → Fin n,
        (∏ i, A i (f i)) * ∏ i, (signVec ε i * signVec ε (f i)) := by
        refine Finset.sum_congr rfl fun ε _ => ?_
        simp only [Matrix.mulVec, dotProduct, Finset.prod_univ_sum, Fintype.piFinset_univ,
          Finset.mul_sum, Finset.prod_mul_distrib]
        refine Finset.sum_congr rfl fun f _ => ?_
        ring
    _ = ∑ f : Fin n → Fin n,
        (∏ i, A i (f i)) * (if Function.Bijective f then 2 ^ n else 0) := by
        rw [Finset.sum_comm]
        refine Finset.sum_congr rfl fun f _ => ?_
        rw [← Finset.mul_sum, sum_signs]
    _ = 2 ^ n * A.permanent := by
        rw [← Matrix.permanent_transpose, Matrix.permanent, Finset.mul_sum]
        symm
        refine Fintype.sum_of_injective (fun σ : Equiv.Perm (Fin n) => (σ : Fin n → Fin n))
          DFunLike.coe_injective _ _ ?_ ?_
        · intro f hf
          have hb : ¬ Function.Bijective f := fun hb => hf ⟨Equiv.ofBijective f hb, rfl⟩
          simp [hb]
        · intro σ
          simp only [σ.bijective, if_true, Matrix.transpose_apply]
          ring

end

end Glynn
```

The error:

```
Main.lean:64:8: error: unsolved goals
case refine_1
n : ℕ
A : Matrix (Fin n) (Fin n) ℂ
f : Fin n → Fin n
hf : f ∉ Set.range fun σ => ⇑σ
hb : ¬Function.Bijective f
⊢ ↑(List.ofFn f) = Finset.univ.val → ∏ i, A i (f i) = 0
Main.lean:66:16: warning: This simp argument is unused:
  hb

Hint: Omit it from the simp argument list.
  [apply] simp

Note: This linter can be disabled with `set_option linter.unusedSimpArgs false`
```

The repair, with which the file compiles:

```diff
@@ -64,5 +64,5 @@
         · intro f hf
           have hb : ¬ Function.Bijective f := fun hb => hf ⟨Equiv.ofBijective f hb, rfl⟩
-          simp [hb]
+          simp only [hb, if_false, mul_zero]
         · intro σ
           simp only [σ.bijective, if_true, Matrix.transpose_apply]
```

The error is in the case of a map `f` that is not a bijection. The goal there is that a product containing `if Function.Bijective f then 2 ^ n else 0` vanishes, and `hb` says that the condition is false. But `simp [hb]` also uses Lean's default simp lemmas, and these rewrote `Function.Bijective f` as an equation between multisets, `↑(List.ofFn f) = Finset.univ.val`. After that `hb` no longer matched anything, which is why the warning calls it unused. What remained was an implication from that equation, which `simp` could not prove.

The repair, `simp only [hb, if_false, mul_zero]`, leaves out the default lemmas, so the condition keeps the form in which `hb` speaks of it. Then `hb` turns the condition into `False`, `if_false` selects the zero branch, and `mul_zero` makes the product zero, which closes the goal. The warning's hint to omit `hb` would not have helped, since the proof needs that fact.
